# The derivative of a quantum harmonic oscillator's free energy with respect to its spring constant

For a single quantum harmonic oscillator with spring constant `k > 0` at inverse temperature `β > 0`, in units where the mass, ħ and Boltzmann's constant are one, the frequency is √k and the free energy is log(2 sinh(β√k/2))/β. The theorem states that the derivative of this free energy with respect to `k`, at fixed `β`, is coth(β√k/2)/(4√k). The proof builds the derivative by the chain rule, through the square root, the hyperbolic sine and the logarithm. It then has to show that the resulting expression equals the stated one, which it does by replacing the hyperbolic sine and cosine with plain variables `s` and `c` and clearing denominators.

An attempt in Lean 4 with a fault in it:

```lean
import Mathlib

open Set

namespace HasDerivAtFreeEnergySqrt

noncomputable section

/-- Free energy of a quantum harmonic oscillator of frequency `w > 0` at inverse temperature
`β > 0`, in units where the mass, `ħ` and Boltzmann's constant are one. -/
def freeEnergy (β w : ℝ) : ℝ := Real.log (2 * Real.sinh (β * w / 2)) / β

/-- The function `coth (β W / 2) / (4 W)` of the trial frequency, for `β > 0` and `W > 0`. -/
def stiffnessResponse (β W : ℝ) : ℝ :=
  Real.cosh (β * W / 2) / Real.sinh (β * W / 2) / (4 * W)

/-- At positive temperature and for a positive spring constant `k`, the derivative of the
oscillator free energy with respect to `k` is the stiffness response at frequency `√k`. -/
theorem hasDerivAt_freeEnergy_sqrt {β k : ℝ} (hβ : 0 < β) (hk : 0 < k) :
    HasDerivAt (fun x => freeEnergy β (√x)) (stiffnessResponse β (√k)) k := by
  have hs : 0 < √k := Real.sqrt_pos.mpr hk
  have hsinh : 0 < Real.sinh (β * √k / 2) := Real.sinh_pos_iff.mpr (by positivity)
  have h1 : HasDerivAt (fun x => β * √x / 2) (β * (1 / (2 * √k)) / 2) k :=
    ((Real.hasDerivAt_sqrt hk.ne').const_mul β).div_const 2
  have h2 := ((h1.sinh.const_mul 2).log (mul_pos two_pos hsinh).ne').div_const β
  refine h2.congr_deriv ?_
  unfold stiffnessResponse
  have hne := hsinh.ne'
  generalize Real.sinh (β * √k / 2) = s at hne ⊢
  generalize Real.cosh (β * √k / 2) = c
  field_simp
  norm_num

end

end HasDerivAtFreeEnergySqrt
```

Messages:

```
Main.lean:20:76: error: unsolved goals
β k : ℝ
hβ : 0 < β
hk : 0 < k
hs : 0 < √k
hsinh : 0 < Real.sinh (β * √k / 2)
h1 : HasDerivAt (fun x => β * √x / 2) (β * (1 / (2 * √k)) / 2) k
h2 :
  HasDerivAt (fun x => Real.log (2 * Real.sinh (β * √x / 2)) / β)
    (2 * (Real.cosh (β * √k / 2) * (β * (1 / (2 * √k)) / 2)) / (2 * Real.sinh (β * √k / 2)) / β) k
s : ℝ
hne : s ≠ 0
c : ℝ
⊢ c * 4 = 4 * c
```

The message says that the proof ends with one goal still open, `c * 4 = 4 * c`. The calculus is done by then, and what remains is a true identity that differs only in the order of the factors.

After `field_simp` has cleared the denominators, `norm_num` is called to finish. It simplifies the goal but does not close it: it evaluates numerals and applies simplification lemmas, and by default these do not include commutativity of multiplication. With `c` a variable, there is no numerical computation that would settle the equation, so the two sides stay as they are. `norm_num` raises no error of its own here, and Lean reports the leftover goal against the whole proof.

The repair replaces `norm_num` with `ring`, which proves identities that follow from the laws of commutative rings. It brings both sides to a common normal form, in which the order of the factors no longer matters, and so closes the goal.

The change, after which it compiles:

```diff
@@ -30,5 +30,5 @@
   generalize Real.cosh (β * √k / 2) = c
   field_simp
-  norm_num
+  ring
 
 end
```
